# Averaging a propagator over a finite-mode Gaussian gauge function multiplies it by the LKF factor

Let \(S(x,y)\) be the propagator of a field of charge \(e\) between the points \(y\) and \(x\). A gauge transformation with gauge function \(\theta\) changes it to

\[
e^{ie\theta_x}\,S(x,y)\,e^{-ie\theta_y}.
\]

The physical problem is to find the propagator after an average over random \(\theta\). In QED, the Landau–Khalatnikov–Fradkin (LKF) transformation uses such an average to relate propagators in different covariant gauges. Here \(\theta\) is built from finitely many Gaussian modes.

The points form an arbitrary set `X`, with no metric or dimension. The modes are labelled by finite sets `K` and `L`, the second being needed when two gauge changes follow each other.

```lean
import Mathlib

open MeasureTheory ProbabilityTheory Matrix

namespace FiniteLKF

variable {X K L : Type*} [Fintype K] [Fintype L]
```

The mode variables \(g_k\) are independent real Gaussians with mean zero and variance one. Their joint law is the product measure `stdGauss K`.

```lean
/-- The standard Gaussian law on `ℝ^K`: independent modes of mean zero and unit variance. -/
noncomputable def stdGauss (K : Type*) [Fintype K] : Measure (K → ℝ) :=
  Measure.pi fun _ => gaussianReal 0 1
```

With real amplitudes \(a_{xk}\), the gauge function is \(\theta_x=\sum_k a_{xk}g_k\). In Lean it is called `gaugeField`; it is the scalar \(\theta\), not the vector potential \(A_\mu\).

```lean
/-- The gauge function `θ_x = ∑ k, a_xk g_k` built from the modes `g`. -/
def gaugeField (a : Matrix X K ℝ) (g : K → ℝ) (x : X) : ℝ :=
  ∑ k, a x k * g k
```

The amplitudes define the matrix \(C=aa^{T}\), that is, \(C_{xy}=\sum_k a_{xk}a_{yk}\). Since the modes are independent with unit variance, this is the covariance of \(\theta_x\) and \(\theta_y\).

```lean
/-- The matrix `C = a aᵀ` of the gauge function with mode amplitudes `a`. -/
def gaugeCov (a : Matrix X K ℝ) : Matrix X X ℝ := a * aᵀ
```

For any real matrix \(C\), whether or not it has the form \(aa^T\), the LKF factor is defined as

\[
F_C(x,y)=\exp\!\Big[-\frac{e^2}{2}\,(C_{xx}+C_{yy}-2C_{xy})\Big].
\]

```lean
/-- The LKF factor `exp (-(e²/2) (C_xx + C_yy - 2 C_xy))` for charge `e`. -/
noncomputable def lkfFactor (e : ℝ) (C : Matrix X X ℝ) (x y : X) : ℝ :=
  Real.exp (-(e ^ 2 / 2) * (C x x + C y y - 2 * C x y))
```

The averaged propagator is defined separately, as an integral over the modes. I write it \(\mathcal A_a S\), for amplitudes \(a\):

\[
(\mathcal A_aS)(x,y)=\big\langle e^{ie\theta_x}S(x,y)e^{-ie\theta_y}\big\rangle_g .
\]

In Lean, `S` is any complex function of two points, and it does not depend on \(g\). For a Dirac propagator the definition applies to each spinor component, because the phases are numbers.

```lean
/-- The propagator `S(x,y)`, gauge transformed by `exp (ieθ_x)` at `x` and `exp (-ieθ_y)` at `y`,
averaged over the Gaussian modes. -/
noncomputable def gaugeAverage (e : ℝ) (a : Matrix X K ℝ) (S : X → X → ℂ) (x y : X) : ℂ :=
  ∫ g, Complex.exp (Complex.I * ((e * gaugeField a g x : ℝ) : ℂ)) * S x y *
    Complex.exp (-(Complex.I * ((e * gaugeField a g y : ℝ) : ℂ))) ∂(stdGauss K)
```

That a change of gauge parameter in QED acts on the full propagator as such an average, with infinitely many modes, is the step from this model to the field theory that the hypotheses leave open.

## (a) The mean phase of independent modes

**Task.** For real coefficients \(c_k\), show that

\[
\Big\langle \exp\Big(i\sum_k c_kg_k\Big)\Big\rangle_g=\exp\Big(-\frac12\sum_k c_k^2\Big).
\]

**Solution.** The exponential of the sum is a product over modes. Since the modes are independent, its average is the product of the one-mode averages

\[
\varphi(t)=\int_{-\infty}^{\infty}e^{itu}\,\frac{e^{-u^2/2}}{\sqrt{2\pi}}\,du,\qquad t=c_k .
\]

Differentiate under the integral and use \(u\,e^{-u^2/2}=-\frac{d}{du}e^{-u^2/2}\). Integration by parts gives \(\varphi'(t)=-t\,\varphi(t)\). With \(\varphi(0)=1\) this yields \(\varphi(t)=e^{-t^2/2}\), and the product over \(k\) is the stated result.

```lean
/-- The average of the phase `exp (i ∑ k, c_k g_k)` over standard Gaussian modes is
`exp (-∑ k, c_k² / 2)`. -/
theorem gaussian_phase (c : K → ℝ) :
    ∫ g, Complex.exp (Complex.I * ((∑ k, c k * g k : ℝ) : ℂ)) ∂(stdGauss K) =
      ((Real.exp (-(∑ k, c k ^ 2) / 2) : ℝ) : ℂ) := by
  -- the phase factorises over the modes
  have h1 : ∀ g : K → ℝ, Complex.exp (Complex.I * ((∑ k, c k * g k : ℝ) : ℂ)) =
      ∏ k, Complex.exp ((c k : ℂ) * (g k : ℂ) * Complex.I) := by
    intro g
    rw [← Complex.exp_sum]
    congr 1
    push_cast
    rw [Finset.mul_sum]
    exact Finset.sum_congr rfl fun k _ => by ring
  -- each mode contributes a one-dimensional characteristic function
  have h2 : ∀ t : ℝ, ∫ u : ℝ, Complex.exp ((t : ℂ) * (u : ℂ) * Complex.I) ∂(gaussianReal 0 1) =
      Complex.exp (-(t : ℂ) ^ 2 / 2) := by
    intro t
    rw [← charFun_apply_real, charFun_gaussianReal]
    congr 1
    push_cast
    ring
  simp_rw [h1]
  unfold stdGauss
  rw [integral_fintype_prod_eq_prod
    (f := fun k (u : ℝ) => Complex.exp ((c k : ℂ) * (u : ℂ) * Complex.I))]
  simp_rw [h2]
  rw [← Complex.exp_sum, Complex.ofReal_exp]
  congr 1
  push_cast
  rw [← Finset.sum_div, Finset.sum_neg_distrib]
```

In the proof, `h1` splits the exponential into a product and `h2` supplies \(\varphi(t)\) from Mathlib's characteristic function of a Gaussian. The lemma `integral_fintype_prod_eq_prod` turns the integral of the product into a product of integrals.

Mean zero, unit variance and independence would not suffice without the Gaussian law. For a single mode with \(g=\pm1\), each with probability \(1/2\), the average is \(\cos c\). At \(c=\pi/2\) this is zero, whereas \(e^{-c^2/2}\) is positive.

## (b) Charges at many points

**Task.** For finitely many points with real charges \(q_x\), show that

\[
\Big\langle \exp\Big(i\sum_x q_x\theta_x\Big)\Big\rangle_g=\exp\Big(-\frac12\,q^{T}Cq\Big).
\]

**Solution.** Collect the coefficient of each mode:

\[
\sum_xq_x\theta_x=\sum_k Q_kg_k,\qquad Q_k=\sum_xq_xa_{xk}.
\]

Part (a) with \(c_k=Q_k\) gives \(\exp(-\frac12\sum_kQ_k^2)\). The exponent is the required quadratic form, because

\[
\sum_kQ_k^2=\sum_{x,y}q_x\Big(\sum_ka_{xk}a_{yk}\Big)q_y=q^TCq .
\]

```lean
/-- For charges `q_x` at finitely many points, the average of `exp (i ∑ x, q_x θ_x)` is
`exp (-qᵀ C q / 2)`, where `C = a aᵀ`. -/
theorem many_point_average [Fintype X] (a : Matrix X K ℝ) (q : X → ℝ) :
    ∫ g, Complex.exp (Complex.I * ((∑ x, q x * gaugeField a g x : ℝ) : ℂ)) ∂(stdGauss K) =
      ((Real.exp (-(q ⬝ᵥ (gaugeCov a *ᵥ q)) / 2) : ℝ) : ℂ) := by
  -- collect the total amplitude of each mode
  have h1 : ∀ g : K → ℝ, ∑ x, q x * gaugeField a g x = ∑ k, (∑ x, q x * a x k) * g k := by
    intro g
    simp only [gaugeField, Finset.mul_sum, Finset.sum_mul]
    rw [Finset.sum_comm]
    exact Finset.sum_congr rfl fun k _ => Finset.sum_congr rfl fun x _ => by ring
  have h2 : q ⬝ᵥ (gaugeCov a *ᵥ q) = ∑ k, (∑ x, q x * a x k) ^ 2 := by
    rw [gaugeCov, ← Matrix.mulVec_mulVec, Matrix.dotProduct_mulVec, Matrix.mulVec_transpose]
    simp only [Matrix.vecMul, dotProduct, sq]
  simp_rw [h1]
  rw [h2, gaussian_phase]
```

The two displayed identities are `h1` and `h2`. Here \(q_x\) is the full coefficient of \(\theta_x\), so it already contains the coupling \(e\). This is the only part in which `X` has to be finite, since the charges are summed over all of it.

## (c) The exponent as a squared distance

**Task.** For \(C=aa^T\), show that

\[
C_{xx}+C_{yy}-2C_{xy}=\sum_k(a_{xk}-a_{yk})^2 .
\]

**Solution.** Insert the definition of \(C\) and combine the three sums:

\[
\sum_k\big(a_{xk}^2+a_{yk}^2-2a_{xk}a_{yk}\big)=\sum_k(a_{xk}-a_{yk})^2 .
\]

```lean
/-- For `C = a aᵀ`, `C_xx + C_yy - 2 C_xy` is the squared distance between the mode amplitudes at
`x` and at `y`. -/
theorem gaugeCov_increment (a : Matrix X K ℝ) (x y : X) :
    gaugeCov a x x + gaugeCov a y y - 2 * gaugeCov a x y = ∑ k, (a x k - a y k) ^ 2 := by
  simp only [gaugeCov, Matrix.mul_apply, Matrix.transpose_apply, Finset.mul_sum]
  rw [← Finset.sum_add_distrib, ← Finset.sum_sub_distrib]
  exact Finset.sum_congr rfl fun k _ => by ring
```

The `simp only` line expands the matrix products, the two rewrites merge the sums, and `ring` completes the square for each mode.

## (d) The phase difference between two points

**Task.** Show that

\[
\big\langle e^{ie(\theta_x-\theta_y)}\big\rangle_g=F_C(x,y),\qquad C=aa^T .
\]

**Solution.** The phase is linear in the modes:

\[
e(\theta_x-\theta_y)=\sum_k e\,(a_{xk}-a_{yk})\,g_k .
\]

Part (a) with \(c_k=e(a_{xk}-a_{yk})\) gives

\[
\exp\Big(-\frac{e^2}{2}\sum_k(a_{xk}-a_{yk})^2\Big),
\]

and part (c) turns the sum into \(C_{xx}+C_{yy}-2C_{xy}\).

```lean
/-- The Gaussian average of the phase `exp (ie(θ_x - θ_y))` is the LKF factor with `C = a aᵀ`. -/
theorem phase_average (e : ℝ) (a : Matrix X K ℝ) (x y : X) :
    ∫ g, Complex.exp (Complex.I * ((e * (gaugeField a g x - gaugeField a g y) : ℝ) : ℂ))
      ∂(stdGauss K) = (lkfFactor e (gaugeCov a) x y : ℂ) := by
  have h1 : ∀ g : K → ℝ, e * (gaugeField a g x - gaugeField a g y) =
      ∑ k, (e * (a x k - a y k)) * g k := by
    intro g
    simp only [gaugeField]
    rw [← Finset.sum_sub_distrib, Finset.mul_sum]
    exact Finset.sum_congr rfl fun k _ => by ring
  simp_rw [h1]
  rw [gaussian_phase, lkfFactor, gaugeCov_increment]
  simp_rw [mul_pow]
  rw [← Finset.mul_sum]
  congr 2
  ring
```

The statement `h1` is the linear form of the phase. The next rewrite applies (a), unfolds the factor and applies (c); the remaining lines take \(e^2\) out of the sum. The case \(x=y\) is included, and both sides are then one.

The same average describes the loss of coherence of a density-matrix element \(\rho(x,y)\) in quantum mechanics when the local phases are random and made of finitely many Gaussian modes.

## (e) The averaged propagator

**Task.** Show that

\[
(\mathcal A_aS)(x,y)=F_{aa^T}(x,y)\,S(x,y).
\]

**Solution.** The three factors under the average are complex numbers, so they commute. The two endpoint phases combine, and \(S(x,y)\) leaves the average because it is independent of \(g\):

\[
\big\langle e^{ie\theta_x}S(x,y)e^{-ie\theta_y}\big\rangle_g
=\big\langle e^{ie(\theta_x-\theta_y)}\big\rangle_g\,S(x,y).
\]

Part (d) evaluates the remaining average.

```lean
/-- Finite LKF transformation: averaging the gauge-transformed propagator over the Gaussian gauge
function multiplies `S(x,y)` by the LKF factor with `C = a aᵀ`. -/
theorem lkf_transformation (e : ℝ) (a : Matrix X K ℝ) (S : X → X → ℂ) (x y : X) :
    gaugeAverage e a S x y = (lkfFactor e (gaugeCov a) x y : ℂ) * S x y := by
  rw [← phase_average, ← integral_mul_const, gaugeAverage]
  congr 1
  funext g
  -- the two endpoint phases combine into one
  rw [mul_right_comm, ← Complex.exp_add]
  congr 2
  push_cast
  ring
```

The proof runs the same argument from the right: it replaces the factor by its integral, moves `S x y` inside with `integral_mul_const`, and compares the integrands for each `g`.

In a calculation for three-dimensional Euclidean QED, going from Landau gauge to gauge parameter \(\xi\ge0\) adds \(\xi k_\mu k_\nu/k^4\) to the photon propagator, where \(k\) is the momentum. The corresponding covariance of \(\theta\) is \(\xi/k^4\) in momentum space. With \(r=|x-y|\), the combination in the exponent becomes

\[
C_{xx}+C_{yy}-2C_{xy}\;\longrightarrow\;2\xi\int\frac{d^3k}{(2\pi)^3}\,\frac{1-\cos k\cdot(x-y)}{k^4}=\frac{\xi r}{4\pi},
\]

so the Landau-gauge propagator is multiplied by \(e^{-e^2\xi r/(8\pi)}\). The integral for \(C_{xx}\) alone diverges at small \(k\); only the combination is finite. This continuum example lies beyond what the Lean theorems state.

## (f) The factor for a sum of matrices

**Task.** For any real matrices \(C\) and \(C'\), show that

\[
F_{C+C'}(x,y)=F_C(x,y)\,F_{C'}(x,y).
\]

**Solution.** The combination in the exponent is linear in the matrix:

\[
(C+C')_{xx}+(C+C')_{yy}-2(C+C')_{xy}
=(C_{xx}+C_{yy}-2C_{xy})+(C'_{xx}+C'_{yy}-2C'_{xy}).
\]

Multiply by \(-e^2/2\) and exponentiate; the exponential of the sum is the product of the exponentials.

```lean
/-- The LKF factor for `C + C'` is the product of the factors for `C` and `C'`. -/
theorem lkfFactor_add (e : ℝ) (C C' : Matrix X X ℝ) (x y : X) :
    lkfFactor e (C + C') x y = lkfFactor e C x y * lkfFactor e C' x y := by
  simp only [lkfFactor, Matrix.add_apply]
  rw [← Real.exp_add]
  congr 1
  ring
```

No positivity is assumed. Taking \(C'=-C\) therefore shows that \(F_{-C}\) is the inverse of \(F_C\), which undoes a gauge change at the level of factors.

## (g) Two successive gauge averages

**Task.** Let \(a\) and \(b\) be the amplitudes of two gauge functions with separate sets of modes, and let \((a\,|\,b)\) be the matrix with their columns side by side. Show that

\[
(a\,|\,b)(a\,|\,b)^T=aa^T+bb^T,\qquad
\mathcal A_b(\mathcal A_aS)=\mathcal A_{(a|b)}S .
\]

**Solution.** An entry of the first product is a sum over all modes, which splits into the two sets:

\[
\sum_{k\in K}a_{xk}a_{yk}+\sum_{l\in L}b_{xl}b_{yl}=(aa^T)_{xy}+(bb^T)_{xy}.
\]

For the second equation, write \(C=aa^T\) and \(C'=bb^T\). Using (e) twice, then (f), then (e) for the joint modes,

\[
\mathcal A_b(\mathcal A_aS)=F_{C'}F_C\,S=F_{C+C'}\,S=\mathcal A_{(a|b)}S
\]

at every pair of points.

```lean
/-- Gauge changes compose: averaging over one Gaussian gauge function and then over a second is a
single average over the joint set of modes, whose matrix is the sum `a aᵀ + b bᵀ`. -/
theorem gauge_changes_compose (e : ℝ) (a : Matrix X K ℝ) (b : Matrix X L ℝ) (S : X → X → ℂ) :
    gaugeCov (Matrix.fromCols a b) = gaugeCov a + gaugeCov b ∧
      gaugeAverage e b (gaugeAverage e a S) = gaugeAverage e (Matrix.fromCols a b) S := by
  have h : gaugeCov (Matrix.fromCols a b) = gaugeCov a + gaugeCov b := by
    ext x y
    simp [gaugeCov, Matrix.mul_apply, Fintype.sum_sum_type]
  refine ⟨h, ?_⟩
  funext x y
  rw [lkf_transformation, lkf_transformation, lkf_transformation, h, lkfFactor_add]
  push_cast
  ring
```

`Matrix.fromCols a b` is \((a\,|\,b)\), with modes labelled by the disjoint union of `K` and `L`. The statement `h` is the first equation, and the three uses of `lkf_transformation` are the three uses of (e).

The joint law makes the two sets of modes independent. If both gauge functions used the same modes with \(b=a\), the total gauge function would be \(2\theta\), with matrix \(4C\) instead of \(2C\).

## (h) The size of the factor

**Task.** For \(C=aa^T\), show that

\[
F_C(x,y)\le1,\qquad
F_C(x,y)=1\iff e=0\ \text{ or }\ a_{xk}=a_{yk}\text{ for all }k .
\]

**Solution.** By (c),

\[
F_C(x,y)=\exp\Big(-\frac{e^2}{2}\,D\Big),\qquad D=\sum_k(a_{xk}-a_{yk})^2\ge0 .
\]

The exponent is never positive, which gives the bound. The factor equals one exactly when \(e^2D=0\), so either \(e=0\) or \(D=0\). A sum of squares vanishes only if every term does, and \(D=0\) therefore means that the amplitudes at \(x\) and \(y\) agree in every mode.

```lean
/-- For `C = a aᵀ` the LKF factor is at most one, and it equals one exactly when the charge
vanishes or the mode amplitudes at `x` and `y` coincide. -/
theorem lkfFactor_le_one_and_eq_iff (e : ℝ) (a : Matrix X K ℝ) (x y : X) :
    lkfFactor e (gaugeCov a) x y ≤ 1 ∧
      (lkfFactor e (gaugeCov a) x y = 1 ↔ e = 0 ∨ ∀ k, a x k = a y k) := by
  rw [lkfFactor, gaugeCov_increment]
  have hs : 0 ≤ ∑ k, (a x k - a y k) ^ 2 := Finset.sum_nonneg fun k _ => sq_nonneg _
  constructor
  · rw [Real.exp_le_one_iff]
    have := mul_nonneg (sq_nonneg e) hs
    linarith
  · rw [Real.exp_eq_one_iff, mul_eq_zero]
    refine or_congr ⟨fun h => ?_, fun h => by rw [h]; norm_num⟩ ?_
    · exact pow_eq_zero_iff (two_ne_zero) |>.mp (by linarith)
    · -- a sum of squares vanishes only termwise
      rw [Finset.sum_eq_zero_iff_of_nonneg fun k _ => sq_nonneg _]
      exact ⟨fun h k => sub_eq_zero.mp (pow_eq_zero_iff two_ne_zero |>.mp (h k (Finset.mem_univ k))),
        fun h k _ => by rw [h k, sub_self]; norm_num⟩

end FiniteLKF
```

The statement `hs` is \(D\ge0\). The lemmas `Real.exp_le_one_iff` and `Real.exp_eq_one_iff` reduce both claims to the exponent, and `Finset.sum_eq_zero_iff_of_nonneg` treats the vanishing sum. With no modes at all, the condition on the amplitudes holds trivially and the factor is one.

The bound fails for general symmetric matrices. If \(C\) is minus the identity on two distinct points, the combination in the exponent is \(-2\) and the factor is \(\exp(e^2)\), which exceeds one for \(e\ne0\). Such a \(C\) is not the covariance of a real gauge function.

```lean
#print axioms FiniteLKF.many_point_average
#print axioms FiniteLKF.lkf_transformation
#print axioms FiniteLKF.gauge_changes_compose
#print axioms FiniteLKF.lkfFactor_le_one_and_eq_iff
```

```
'FiniteLKF.many_point_average' depends on axioms: [propext, Classical.choice, Quot.sound]
'FiniteLKF.lkf_transformation' depends on axioms: [propext, Classical.choice, Quot.sound]
'FiniteLKF.gauge_changes_compose' depends on axioms: [propext, Classical.choice, Quot.sound]
'FiniteLKF.lkfFactor_le_one_and_eq_iff' depends on axioms: [propext, Classical.choice, Quot.sound]
```
